# A kinetic-plus-potential Hamiltonian with real masses is symmetric when its momenta and potential are

The theorem `fieldFree_symmetric` concerns the Hamiltonian ∑ⱼ pⱼ²/(2mⱼ) + V, with finitely many coordinates j and real mass parameters mⱼ. The pⱼ and V are linear operators defined on the whole of a complex inner product space, and no commutation relations are assumed. If each pⱼ and V is symmetric, meaning that it can be moved from one side of the inner product to the other, then so is the Hamiltonian: ⟨Hu, v⟩ = ⟨u, Hv⟩ for all vectors u and v, normalised or not. The proof treats each kinetic term first, moving pⱼ across twice and using the fact that the coefficient 1/(2mⱼ) equals its own complex conjugate, then sums the terms and adds the potential.

This version doesn't compile in Lean 4 with Mathlib:

```lean
import Mathlib

open Finset

namespace MinimalCouplingDipole

noncomputable section

variable {ι : Type*} [Fintype ι]
variable {E : Type*} [AddCommGroup E] [Module ℂ E]
variable {F : Type*} [NormedAddCommGroup F] [InnerProductSpace ℂ F]

/-- The field-free Hamiltonian `∑ p_j² / (2 m_j) + V`; the index runs over all Cartesian
coordinates of all particles. -/
def fieldFree (m : ι → ℝ) (p : ι → Module.End ℂ E) (V : Module.End ℂ E) : Module.End ℂ E :=
  ∑ j, (1 / (2 * (m j : ℂ))) • (p j) ^ 2 + V

/-- Symmetric momenta and a symmetric potential give a symmetric field-free Hamiltonian. -/
theorem fieldFree_symmetric (m : ι → ℝ) {p : ι → Module.End ℂ F} {V : Module.End ℂ F}
    (hp : ∀ j, (p j).IsSymmetric) (hV : V.IsSymmetric) : (fieldFree m p V).IsSymmetric := by
  intro u v
  have h : ∀ j, inner ℂ (((1 / (2 * (m j : ℂ))) • (p j) ^ 2) u) v
      = inner ℂ u (((1 / (2 * (m j : ℂ))) • (p j) ^ 2) v) := by
    intro j
    have hr : (starRingEnd ℂ) (1 / (2 * (m j : ℂ))) = 1 / (2 * (m j : ℂ)) := by simp
    simp only [LinearMap.smul_apply, inner_smul_left, inner_smul_right, pow_two,
      Module.End.mul_apply]
    rw [hr, hp j (p j u) v, hp j u (p j v)]
  simp only [fieldFree, LinearMap.add_apply, LinearMap.sum_apply, inner_add_left,
    inner_add_right, sum_inner, inner_sum]
  rw [hV u v, Finset.sum_congr rfl (fun j _ => h j)]

end

end MinimalCouplingDipole
```

Lean reports:

```
Main.lean:25:77: error: unsolved goals
ι : Type u_1
inst✝² : Fintype ι
F : Type u_3
inst✝¹ : NormedAddCommGroup F
inst✝ : InnerProductSpace ℂ F
m : ι → ℝ
p : ι → Module.End ℂ F
V : Module.End ℂ F
hp : ∀ (j : ι), LinearMap.IsSymmetric (p j)
hV : LinearMap.IsSymmetric V
u v : F
j : ι
⊢ (starRingEnd ℂ) 2 = 2 ∨ m j = 0
```

Fix (accepted with no message):

```diff
@@ -23,5 +23,9 @@
       = inner ℂ u (((1 / (2 * (m j : ℂ))) • (p j) ^ 2) v) := by
     intro j
-    have hr : (starRingEnd ℂ) (1 / (2 * (m j : ℂ))) = 1 / (2 * (m j : ℂ)) := by simp
+    have hcast : 1 / (2 * (m j : ℂ)) = ((1 / (2 * m j) : ℝ) : ℂ) := by
+      simp only [Complex.ofReal_div, Complex.ofReal_mul, Complex.ofReal_one,
+        Complex.ofReal_ofNat]
+    have hr : (starRingEnd ℂ) (1 / (2 * (m j : ℂ))) = 1 / (2 * (m j : ℂ)) := by
+      rw [hcast, Complex.conj_ofReal]
     simp only [LinearMap.smul_apply, inner_smul_left, inner_smul_right, pow_two,
       Module.End.mul_apply]
```

Cause. The error lies in `hr`, the claim that the complex number 1/(2mⱼ) is unchanged by conjugation. The claim is true, but `simp` does not finish it. What it leaves is the disjunction `(starRingEnd ℂ) 2 = 2 ∨ m j = 0`: the conjugation has been carried inside the fraction, and the common mass factor has been cancelled, which brings in the alternative that the mass is zero. The left side holds, since 2 is real, but this `simp` call does not close it, and nothing in the hypotheses gives the right side.

The repair avoids conjugating the factors separately. The new `hcast` shows that the whole coefficient is the real number `1 / (2 * m j)` cast into ℂ, using the lemmas that carry the cast through division, multiplication and numerals. After rewriting with `hcast`, `Complex.conj_ofReal` applies to the coefficient in one step, and the two sides are identical. No cancellation takes place, so no condition on the mass arises.
